# Equal winding numbers for two gapped chiral two-band Bloch Hamiltonians whose off-diagonal elements differ by less than the modulus of one of them at every k

The off-diagonal elements of two gapped chiral two-band Bloch Hamiltonians are given as complex functions f and g of a real wave number k, continuously differentiable, 2π-periodic and nowhere zero. The lemma `winding_stable` states that if |f(k) − g(k)| < |g(k)| at every k, then f and g have the same winding number, defined as the integral of h'/h from 0 to 2π divided by 2πi, with h the function in question. The proof multiplies f by the complex conjugate of g and shows that the product has positive real part everywhere, so that its winding is zero. As the winding of a product is the sum of the windings, and conjugation reverses the sign, the equality should follow by linear arithmetic.

As first written in Lean, the proof fails:

```lean
import Mathlib

open scoped Real ComplexConjugate

namespace WindingStable

noncomputable section

/-- The off-diagonal element `h(k)` of a gapped chiral two-band Bloch Hamiltonian:
continuously differentiable, `2π`-periodic and nowhere zero. -/
structure GappedLoop (h : ℝ → ℂ) : Prop where
  smooth : ContDiff ℝ 1 h
  periodic : Function.Periodic h (2 * π)
  gapped : ∀ k, h k ≠ 0

/-- The winding number: the integral of `h'/h` over the Brillouin zone, divided by `2πi`,
meant for continuously differentiable `h` without zeros. -/
def winding (h : ℝ → ℂ) : ℂ :=
  (∫ k in (0 : ℝ)..(2 * π), deriv h k / h k) / (2 * π * Complex.I)

/-- A gapped loop that stays in the right half of the complex plane has winding zero. -/
theorem winding_eq_zero_of_re_pos {h : ℝ → ℂ} (hh : GappedLoop h)
    (hre : ∀ k, 0 < (h k).re) : winding h = 0 := by
  have hc : Continuous (fun k => deriv h k / h k) :=
    (hh.smooth.continuous_deriv le_rfl).div hh.smooth.continuous hh.gapped
  have hper : h (2 * π) = h 0 := by simpa using hh.periodic 0
  -- the principal logarithm is a single-valued antiderivative
  have hint := intervalIntegral.integral_eq_sub_of_hasDerivAt
    (fun k _ => (hh.smooth.differentiable (by norm_num) k).hasDerivAt.clog_real
      (Complex.mem_slitPlane_iff.2 (Or.inl (hre k))))
    (hc.intervalIntegrable 0 (2 * π))
  unfold winding
  rw [hint, hper, sub_self, zero_div]

/-- The product of two gapped loops is a gapped loop, and its winding is the sum of theirs. -/
theorem winding_mul {f g : ℝ → ℂ} (hf : GappedLoop f) (hg : GappedLoop g) :
    GappedLoop (fun k => f k * g k) ∧
      winding (fun k => f k * g k) = winding f + winding g := by
  refine ⟨⟨hf.smooth.mul hg.smooth, fun k => ?_,
    fun k => mul_ne_zero (hf.gapped k) (hg.gapped k)⟩, ?_⟩
  · show f (k + 2 * π) * g (k + 2 * π) = f k * g k
    rw [hf.periodic k, hg.periodic k]
  · have hd : ∀ k, deriv (fun x => f x * g x) k / (f k * g k)
        = deriv f k / f k + deriv g k / g k := by
      intro k
      rw [((hf.smooth.differentiable (by norm_num) k).hasDerivAt.fun_mul
        (hg.smooth.differentiable (by norm_num) k).hasDerivAt).deriv,
        div_add_div _ _ (hf.gapped k) (hg.gapped k)]
    have cf : Continuous (fun k => deriv f k / f k) :=
      (hf.smooth.continuous_deriv le_rfl).div hf.smooth.continuous hf.gapped
    have cg : Continuous (fun k => deriv g k / g k) :=
      (hg.smooth.continuous_deriv le_rfl).div hg.smooth.continuous hg.gapped
    unfold winding
    simp only [hd]
    rw [intervalIntegral.integral_add (cf.intervalIntegrable _ _)
      (cg.intervalIntegrable _ _), add_div]

/-- The complex conjugate of a gapped loop is a gapped loop with the opposite winding. -/
theorem winding_conj {h : ℝ → ℂ} (hh : GappedLoop h) :
    GappedLoop (fun k => conj (h k)) ∧ winding (fun k => conj (h k)) = -winding h := by
  have hc : GappedLoop (fun k => conj (h k)) := by
    refine ⟨Complex.conjCLE.contDiff.comp hh.smooth, fun k => ?_, fun k => ?_⟩
    · show conj (h (k + 2 * π)) = conj (h k)
      rw [hh.periodic k]
    · exact (map_ne_zero (starRingEnd ℂ)).2 (hh.gapped k)
  refine ⟨hc, ?_⟩
  -- the product of `h` and its conjugate is positive, hence does not wind
  obtain ⟨hp, hw⟩ := winding_mul hh hc
  have h0 := winding_eq_zero_of_re_pos hp (fun k => by
    rw [Complex.mul_conj, Complex.ofReal_re]
    exact Complex.normSq_pos.2 (hh.gapped k))
  linear_combination h0 - hw

/-- Two gapped loops have the same winding if at every `k` their difference is smaller in
modulus than the second loop. -/
theorem winding_stable {f g : ℝ → ℂ} (hf : GappedLoop f) (hg : GappedLoop g)
    (hfg : ∀ k, ‖f k - g k‖ < ‖g k‖) : winding f = winding g := by
  obtain ⟨hc, hw⟩ := winding_conj hg
  obtain ⟨hp, hm⟩ := winding_mul hf hc
  -- the relative phase of `f` and `g` never leaves the right half-plane
  have h0 := winding_eq_zero_of_re_pos hp (fun k => by
    have h1 : Complex.normSq (f k - g k) < Complex.normSq (g k) := by
      rw [Complex.normSq_eq_norm_sq, Complex.normSq_eq_norm_sq]
      nlinarith [hfg k, norm_nonneg (f k - g k)]
    simp only [Complex.normSq_apply, Complex.sub_re, Complex.sub_im] at h1
    simp only [Complex.mul_re, Complex.conj_re, Complex.conj_im]
    nlinarith [sq_nonneg (f k).re, sq_nonneg (f k).im])
  linear_combination h0 - hm + hw

end

end WindingStable
```

Messages:

```
Main.lean:88:2: error: ring failed, ring expressions not equal
f g : ℝ → ℂ
hf : GappedLoop f
hg : GappedLoop g
hfg : ∀ (k : ℝ), ‖f k - g k‖ < ‖g k‖
hc : GappedLoop fun k => (starRingEnd ℂ) (g k)
hw : (winding fun k => (starRingEnd ℂ) (g k)) = -winding g
hp : GappedLoop fun k => f k * (starRingEnd ℂ) (g k)
hm : (winding fun k => f k * (starRingEnd ℂ) (g k)) = winding f + winding fun k => (starRingEnd ℂ) (g k)
h0 : (winding fun k => f k * (starRingEnd ℂ) (g k)) = 0
⊢ -(winding g * 2) - (winding fun k => (starRingEnd ℂ) (g k)) * 2 = 0
```

Cause. The error is a wrong sign in the last line. `linear_combination` subtracts the given combination of hypotheses from the goal, left side minus right side, and leaves it to `ring` to show that the result is zero. Here `h0 - hm` amounts to the equation that the winding of f plus that of the conjugate of g is zero. To reach the goal, the winding of the conjugate has to cancel, and since it stands on the left of `hw`, `hw` must be subtracted. The attempt adds it, so that the term is doubled instead, and so is the winding of g. This is the remainder in the message, minus twice the winding of g minus twice that of its conjugate. It is in fact zero by `hw`, but `ring` does not use hypotheses and treats the two windings as unrelated quantities. With `- hw` in place of `+ hw` all terms cancel identically, and `ring` closes the goal.

After these edits no error is left:

```diff
@@ -86,5 +86,5 @@
     simp only [Complex.mul_re, Complex.conj_re, Complex.conj_im]
     nlinarith [sq_nonneg (f k).re, sq_nonneg (f k).im])
-  linear_combination h0 - hm + hw
+  linear_combination h0 - hm - hw
 
 end
```
